# For a Hermitian pencil, the energy derivative of ⟨x, F(E)x⟩ is the overlap form ⟨ψ, Sψ⟩ of the dressed vector

Let $H$ and $S$ be complex square matrices, independent of energy, on a finite basis split into a model space $P$ and a remainder $Q$. For real $E$, put $M(E)=ES-H$. In Lean, `p` and `q` label the two sets of basis functions, matrices are indexed by `p ⊕ q`, and $M(E)$ is `pencil H S E`.

```lean
import Mathlib

open Matrix Filter Topology

namespace EnergyDerivativeWithOverlap

noncomputable section

variable {p q : Type*} [Fintype p] [Fintype q] [DecidableEq q]

/-- The matrix `M(E) = E S - H` of the generalized eigenvalue problem at real energy `E`. -/
def pencil (H S : Matrix (p ⊕ q) (p ⊕ q) ℂ) (E : ℝ) : Matrix (p ⊕ q) (p ⊕ q) ℂ :=
  (E : ℂ) • S - H
```

Eliminating $Q$ leaves the effective matrix
$$F(E)=M_{PP}-M_{PQ}M_{QQ}^{-1}M_{QP},$$
with all blocks taken at $E$. The blocks $PP$, $PQ$, $QP$, $QQ$ are `toBlocks₁₁`, `toBlocks₁₂`, `toBlocks₂₁`, `toBlocks₂₂`.

```lean
/-- The effective matrix `F(E) = M_PP - M_PQ M_QQ⁻¹ M_QP` on the model space `P`. -/
def effective (H S : Matrix (p ⊕ q) (p ⊕ q) ℂ) (E : ℝ) : Matrix p p ℂ :=
  (pencil H S E).toBlocks₁₁ -
    (pencil H S E).toBlocks₁₂ * (pencil H S E).toBlocks₂₂⁻¹ * (pencil H S E).toBlocks₂₁
```

A vector $x$ on $P$ extends to the dressed vector $\psi(E)=(x,\,-M_{QQ}^{-1}M_{QP}x)$. The inner product $\langle u,v\rangle=u^\dagger v$ is written `star u ⬝ᵥ v`, and `*ᵥ` is a matrix acting on a vector. Neither $x$ nor $\psi$ is normalised.

```lean
/-- The dressed vector `ψ(E) = (x, -M_QQ⁻¹ M_QP x)` built from a model-space vector `x`. -/
def dressed (H S : Matrix (p ⊕ q) (p ⊕ q) ℂ) (E : ℝ) (x : p → ℂ) : p ⊕ q → ℂ :=
  Sum.elim x (-(((pencil H S E).toBlocks₂₂⁻¹ * (pencil H S E).toBlocks₂₁) *ᵥ x))
```

Invertibility of $M_{QQ}$ appears as `IsUnit` of its determinant. Physically, $E$ is not a generalized eigenvalue of the isolated $Q$ problem, where $F$ may have a pole. Hermiticity of $H$ and $S$ is assumed in parts (d), (h) and (i); $S$ need not be positive definite, although the overlap matrix of a linearly independent basis is.

## (a) Matrix elements of M(E)

**Task.** Express $u^TM(E)v$ through $S$ and $H$.

**Solution.** By linearity, $u^T(ES-H)v=E\,u^TSv-u^THv$. The Lean product `⬝ᵥ` does not conjugate, so a conjugated bra is obtained by inserting `star` later.

```lean
omit [DecidableEq q] in
/-- Matrix elements of `M(E)` are `E` times those of the overlap minus those of `H`. -/
theorem pencil_element (H S : Matrix (p ⊕ q) (p ⊕ q) ℂ) (E : ℝ) (u v : p ⊕ q → ℂ) :
    u ⬝ᵥ (pencil H S E *ᵥ v) = (E : ℂ) * (u ⬝ᵥ (S *ᵥ v)) - u ⬝ᵥ (H *ᵥ v) := by
  rw [pencil, Matrix.sub_mulVec, Matrix.smul_mulVec, dotProduct_sub, dotProduct_smul,
    smul_eq_mul]
```

## (b) Block elimination

**Task.** Show that $M(E)\psi(E)=(F(E)x,\,0)$ when $M_{QQ}(E)$ is invertible.

**Solution.** The two rows are
$$M_{PP}x-M_{PQ}M_{QQ}^{-1}M_{QP}x=F(E)x,\qquad M_{QP}x-M_{QQ}M_{QQ}^{-1}M_{QP}x=0.$$
The proof reassembles $M$ from its blocks with `fromBlocks_toBlocks` and treats the rows separately. Only the second needs invertibility, through `mul_nonsing_inv`.

```lean
/-- If `M_QQ` is invertible, acting with `M(E)` on the dressed vector gives `F(E) x` in `P` and zero
in `Q`. -/
theorem pencil_mulVec_dressed (H S : Matrix (p ⊕ q) (p ⊕ q) ℂ) (E : ℝ) (x : p → ℂ)
    (h : IsUnit (pencil H S E).toBlocks₂₂.det) :
    pencil H S E *ᵥ dressed H S E x = Sum.elim (effective H S E *ᵥ x) 0 := by
  calc pencil H S E *ᵥ dressed H S E x
      = Matrix.fromBlocks (pencil H S E).toBlocks₁₁ (pencil H S E).toBlocks₁₂
          (pencil H S E).toBlocks₂₁ (pencil H S E).toBlocks₂₂ *ᵥ dressed H S E x := by
        rw [Matrix.fromBlocks_toBlocks]
    _ = Sum.elim (effective H S E *ᵥ x) 0 := by
        rw [Matrix.fromBlocks_mulVec]
        simp only [dressed, Sum.elim_comp_inl, Sum.elim_comp_inr]
        congr 1
        · rw [effective, Matrix.sub_mulVec, Matrix.mulVec_neg, Matrix.mulVec_mulVec,
            Matrix.mul_assoc, sub_eq_add_neg]
        · rw [Matrix.mulVec_neg, Matrix.mulVec_mulVec, ← Matrix.mul_assoc,
            Matrix.mul_nonsing_inv _ h, Matrix.one_mul, add_neg_cancel]
```

## (c) Matrix elements with a dressed bra

**Task.** Show that $\psi(E')^\dagger M(E)\psi(E)=x^\dagger F(E)x$ when $M_{QQ}$ is invertible at $E$ and at $E'$.

**Solution.** By (b), the $Q$ component of $M(E)\psi(E)$ vanishes, so the $Q$ component of the bra does not contribute. Its $P$ component is $x$. The Lean statement omits invertibility at $E'$: Lean sets the inverse of a singular matrix to zero, and the argument uses only the $P$ component of the bra. In Lean, the sum over `p ⊕ q` splits in two and the second sum is zero.

```lean
/-- If `M_QQ(E)` is invertible, `⟨x, F(E) x⟩` equals the matrix element of `M(E)` between the
dressed vector at any energy `E'` on the left and the dressed vector at `E` on the right. -/
theorem dressed_element (H S : Matrix (p ⊕ q) (p ⊕ q) ℂ) (E' E : ℝ) (x : p → ℂ)
    (h : IsUnit (pencil H S E).toBlocks₂₂.det) :
    star (dressed H S E' x) ⬝ᵥ (pencil H S E *ᵥ dressed H S E x) =
      star x ⬝ᵥ (effective H S E *ᵥ x) := by
  rw [pencil_mulVec_dressed H S E x h]
  simp only [dotProduct, dressed, Fintype.sum_sum_type, Pi.star_apply, Sum.elim_inl,
    Sum.elim_inr, Pi.zero_apply, mul_zero, Finset.sum_const_zero, add_zero]
```

## (d) An exact finite-difference law

**Task.** For Hermitian $H,S$ and invertible $M_{QQ}$ at both $E_0$ and $E$, show
$$x^\dagger F(E)x-x^\dagger F(E_0)x=(E-E_0)\,\psi(E_0)^\dagger S\,\psi(E).$$

**Solution.** Since $E_0$ is real, $M(E_0)^\dagger=M(E_0)$. Acting to the left and using (b),
$$\psi(E_0)^\dagger M(E_0)\psi(E)=(F(E_0)x)^\dagger x.$$
The right side does not depend on $E$. Setting $E=E_0$ and using (c) identifies it as $x^\dagger F(E_0)x$. Also by (c), $\psi(E_0)^\dagger M(E)\psi(E)=x^\dagger F(E)x$. Subtract, and use $M(E)-M(E_0)=(E-E_0)S$.

In the proof, `hM` is the Hermiticity of $M(E_0)$, `left` is the action to the left, and `a` and `c` are the two identities subtracted.

```lean
/-- Exact finite-difference law for Hermitian `H` and `S`, with `M_QQ` invertible at both energies:
the change of `⟨x, F x⟩` between two energies is the energy difference times the overlap of the two
dressed vectors. -/
theorem effective_difference (H S : Matrix (p ⊕ q) (p ⊕ q) ℂ)
    (hH : H.IsHermitian) (hS : S.IsHermitian) (E₀ E : ℝ) (x : p → ℂ)
    (h₀ : IsUnit (pencil H S E₀).toBlocks₂₂.det) (h : IsUnit (pencil H S E).toBlocks₂₂.det) :
    star x ⬝ᵥ (effective H S E *ᵥ x) - star x ⬝ᵥ (effective H S E₀ *ᵥ x) =
      ((E : ℂ) - E₀) * (star (dressed H S E₀ x) ⬝ᵥ (S *ᵥ dressed H S E x)) := by
  have hM : (pencil H S E₀)ᴴ = pencil H S E₀ := by
    rw [pencil, Matrix.conjTranspose_sub, Matrix.conjTranspose_smul, hH.eq, hS.eq,
      Complex.star_def, Complex.conj_ofReal]
  -- let `M(E₀)` act to the left; the result does not depend on the energy on the right
  have left : ∀ E' : ℝ, star (dressed H S E₀ x) ⬝ᵥ (pencil H S E₀ *ᵥ dressed H S E' x) =
      star (effective H S E₀ *ᵥ x) ⬝ᵥ x := by
    intro E'
    have h1 : star (dressed H S E₀ x) ᵥ* pencil H S E₀ =
        star (Sum.elim (effective H S E₀ *ᵥ x) (0 : q → ℂ)) := by
      rw [← pencil_mulVec_dressed H S E₀ x h₀, Matrix.star_mulVec, hM]
    rw [Matrix.dotProduct_mulVec, h1]
    simp only [dotProduct, dressed, Fintype.sum_sum_type, Pi.star_apply, Sum.elim_inl,
      Sum.elim_inr, Pi.zero_apply, star_zero, zero_mul, Finset.sum_const_zero, add_zero]
  have a := dressed_element H S E₀ E x h
  have c := ((left E).trans (left E₀).symm).trans (dressed_element H S E₀ E₀ x h₀)
  rw [pencil_element] at a c
  rw [← a, ← c, sub_sub_sub_cancel_right, sub_mul]
```

## (e) Continuity of the eliminated component

**Task.** In this part $Q(E)$ denotes a square matrix, not the space $Q$. Let the matrices $Q(E)$ and $C(E)$ be continuous in $E$, with $Q(E_0)$ invertible. Show that $Q(E)^{-1}C(E)x$ is continuous at $E_0$.

**Solution.** Write $Q^{-1}=\operatorname{adj}(Q)/\det Q$. The adjugate and determinant are polynomials in the entries, hence continuous, and the determinant is nonzero at $E_0$. Multiplication by $C(E)$ and application to $x$ preserve continuity. `Tendsto` between the neighbourhood filters `𝓝` states this limit.

```lean
/-- If the matrices `Q(E)` and `C(E)` are continuous in `E` and `Q(E₀)` is invertible, then
`Q(E)⁻¹ C(E) x` is continuous at `E₀`. -/
theorem tendsto_elimination (Q : ℝ → Matrix q q ℂ) (C : ℝ → Matrix q p ℂ)
    (hQ : Continuous Q) (hC : Continuous C) (E₀ : ℝ) (x : p → ℂ) (h₀ : IsUnit (Q E₀).det) :
    Tendsto (fun E => ((Q E)⁻¹ * C E) *ᵥ x) (𝓝 E₀) (𝓝 (((Q E₀)⁻¹ * C E₀) *ᵥ x)) := by
  -- the inverse is the adjugate divided by the determinant
  have e : ∀ A : Matrix q q ℂ, A⁻¹ = (A.det)⁻¹ • A.adjugate := by
    intro A
    rw [Matrix.inv_def, Ring.inverse_eq_inv']
  have hd : Tendsto (fun E => (Q E).det) (𝓝 E₀) (𝓝 (Q E₀).det) := hQ.matrix_det.tendsto E₀
  have ha : Tendsto (fun E => (Q E).adjugate) (𝓝 E₀) (𝓝 (Q E₀).adjugate) :=
    hQ.matrix_adjugate.tendsto E₀
  have hinv : Tendsto (fun E => (Q E)⁻¹) (𝓝 E₀) (𝓝 (Q E₀)⁻¹) := by
    rw [e (Q E₀)]
    exact ((hd.inv₀ h₀.ne_zero).smul ha).congr fun E => (e (Q E)).symm
  have hg : Continuous (fun z : Matrix q q ℂ × Matrix q p ℂ => (z.1 * z.2) *ᵥ x) :=
    (continuous_fst.matrix_mul continuous_snd).matrix_mulVec continuous_const
  have := (hg.tendsto ((Q E₀)⁻¹, C E₀)).comp (hinv.prodMk_nhds (hC.tendsto E₀))
  simpa only [Function.comp_def] using this
```

## (f) Continuity of the Q block

**Task.** Show that $M_{QQ}(E)$ is continuous in $E$.

**Solution.** Each entry is the affine function $E\,S_{ij}-H_{ij}$, with $i,j$ in $Q$. The proof checks continuity entry by entry.

```lean
omit [Fintype p] [Fintype q] [DecidableEq q] in
/-- The `Q` block of `M(E)` depends continuously on the energy. -/
theorem continuous_QQ (H S : Matrix (p ⊕ q) (p ⊕ q) ℂ) :
    Continuous (fun E : ℝ => (pencil H S E).toBlocks₂₂) := by
  have affine : ∀ a b : ℂ, Continuous (fun E : ℝ => (E : ℂ) * a - b) := by
    intro a b
    fun_prop
  refine continuous_matrix fun i j => ?_
  simp only [Matrix.toBlocks₂₂, pencil, Matrix.of_apply, Matrix.sub_apply, Matrix.smul_apply,
    smul_eq_mul]
  exact affine (S (Sum.inr i) (Sum.inr j)) (H (Sum.inr i) (Sum.inr j))
```

## (g) Continuity of the dressed vector

**Task.** Show that $\psi(E)\to\psi(E_0)$ as $E\to E_0$ when $M_{QQ}(E_0)$ is invertible.

**Solution.** The $P$ component is constant. The $Q$ component is minus the expression in (e), with $Q(E)=M_{QQ}(E)$ and $C(E)=M_{QP}(E)$, both affine in $E$.

```lean
/-- The dressed vector is continuous in the energy wherever `M_QQ` is invertible. -/
theorem tendsto_dressed (H S : Matrix (p ⊕ q) (p ⊕ q) ℂ) (E₀ : ℝ) (x : p → ℂ)
    (h₀ : IsUnit (pencil H S E₀).toBlocks₂₂.det) :
    Tendsto (fun E => dressed H S E x) (𝓝 E₀) (𝓝 (dressed H S E₀ x)) := by
  have affine : ∀ a b : ℂ, Continuous (fun E : ℝ => (E : ℂ) * a - b) := by
    intro a b
    fun_prop
  have hC : Continuous (fun E : ℝ => (pencil H S E).toBlocks₂₁) := by
    refine continuous_matrix fun i j => ?_
    simp only [Matrix.toBlocks₂₁, pencil, Matrix.of_apply, Matrix.sub_apply, Matrix.smul_apply,
      smul_eq_mul]
    exact affine (S (Sum.inr i) (Sum.inl j)) (H (Sum.inr i) (Sum.inl j))
  have hF : Continuous (fun y : q → ℂ => (Sum.elim x (-y) : p ⊕ q → ℂ)) := by
    refine continuous_pi ?_
    rintro (i | j)
    · simp only [Sum.elim_inl]
      exact continuous_const
    · simp only [Sum.elim_inr, Pi.neg_apply]
      exact (continuous_apply j).neg
  have hy := tendsto_elimination (fun E => (pencil H S E).toBlocks₂₂)
    (fun E => (pencil H S E).toBlocks₂₁) (continuous_QQ H S) hC E₀ x h₀
  have := (hF.tendsto _).comp hy
  simpa only [Function.comp_def, dressed] using this
```

## (h) The energy derivative

**Task.** For Hermitian $H,S$ and invertible $M_{QQ}(E_0)$, show
$$\left.\frac{d}{dE}\,x^\dagger F(E)x\right|_{E_0}=\psi(E_0)^\dagger S\,\psi(E_0).$$

**Solution.** The determinant of $M_{QQ}$ is continuous and nonzero at $E_0$, so it stays nonzero nearby. There, for $E\ne E_0$, dividing (d) by $E-E_0$ gives
$$\frac{x^\dagger F(E)x-x^\dagger F(E_0)x}{E-E_0}=\psi(E_0)^\dagger S\,\psi(E),$$
and (g) gives the limit.

`HasDerivAt` concerns a complex-valued function of a real energy, with $x$ held fixed. In the proof, `hlim` is the limit of the right side, `hev` the nonzero determinant near $E_0$, and `filter_upwards` restricts to energies where the quotient formula holds.

```lean
/-- For Hermitian `H` and `S` and invertible `M_QQ(E₀)`, the energy derivative of `⟨x, F(E) x⟩` at
`E₀` is `⟨ψ, S ψ⟩`, with `ψ` the dressed vector at `E₀`. -/
theorem hasDerivAt_effective (H S : Matrix (p ⊕ q) (p ⊕ q) ℂ)
    (hH : H.IsHermitian) (hS : S.IsHermitian) (E₀ : ℝ) (x : p → ℂ)
    (h₀ : IsUnit (pencil H S E₀).toBlocks₂₂.det) :
    HasDerivAt (fun E : ℝ => star x ⬝ᵥ (effective H S E *ᵥ x))
      (star (dressed H S E₀ x) ⬝ᵥ (S *ᵥ dressed H S E₀ x)) E₀ := by
  rw [hasDerivAt_iff_tendsto_slope]
  have hc : ∀ u : p ⊕ q → ℂ, Continuous (fun v : p ⊕ q → ℂ => u ⬝ᵥ (S *ᵥ v)) := by
    intro u
    simp only [Matrix.mulVec, dotProduct]
    fun_prop
  have hlim := (((hc (star (dressed H S E₀ x))).tendsto (dressed H S E₀ x)).comp
    (tendsto_dressed H S E₀ x h₀)).mono_left (nhdsWithin_le_nhds (s := {E₀}ᶜ))
  have hev : ∀ᶠ E in 𝓝 E₀, (pencil H S E).toBlocks₂₂.det ≠ 0 :=
    (continuous_QQ H S).matrix_det.continuousAt.eventually_ne h₀.ne_zero
  refine hlim.congr' ?_
  -- near `E₀` the difference quotient is the overlap of two dressed vectors
  filter_upwards [self_mem_nhdsWithin, hev.filter_mono nhdsWithin_le_nhds] with E hne hdet
  have hne' : E ≠ E₀ := hne
  have hz : (E : ℂ) - E₀ ≠ 0 := sub_ne_zero.2 (Complex.ofReal_injective.ne hne')
  simp only [slope_def_module, Function.comp_apply]
  rw [effective_difference H S hH hS E₀ E x h₀ (isUnit_iff_ne_zero.2 hdet),
    Complex.real_smul, Complex.ofReal_inv, Complex.ofReal_sub, inv_mul_cancel_left₀ hz]
```

## (i) One Newton step

**Task.** Assume also $\psi^\dagger S\psi\ne0$, where $\psi=\psi(E_0)$. Show that a Newton step for $x^\dagger F(E)x=0$ from $E_0$ lands on the generalized Rayleigh quotient of $\psi$.

**Solution.** By (c) and (a), $x^\dagger F(E_0)x=E_0\,\psi^\dagger S\psi-\psi^\dagger H\psi$. With (h),
$$E_0-\frac{E_0\,\psi^\dagger S\psi-\psi^\dagger H\psi}{\psi^\dagger S\psi}=\frac{\psi^\dagger H\psi}{\psi^\dagger S\psi}.$$
The rewrites follow this line. The statement covers a single step and makes no claim of convergence.

```lean
/-- For Hermitian `H` and `S`, invertible `M_QQ(E₀)` and `⟨ψ, S ψ⟩ ≠ 0`, one Newton step from `E₀`
for the equation `⟨x, F(E) x⟩ = 0` gives the generalized Rayleigh quotient `⟨ψ, H ψ⟩ / ⟨ψ, S ψ⟩` of
the dressed vector. -/
theorem newton_step_eq_rayleigh (H S : Matrix (p ⊕ q) (p ⊕ q) ℂ)
    (hH : H.IsHermitian) (hS : S.IsHermitian) (E₀ : ℝ) (x : p → ℂ)
    (h₀ : IsUnit (pencil H S E₀).toBlocks₂₂.det)
    (hψ : star (dressed H S E₀ x) ⬝ᵥ (S *ᵥ dressed H S E₀ x) ≠ 0) :
    (E₀ : ℂ) - (star x ⬝ᵥ (effective H S E₀ *ᵥ x)) /
        deriv (fun E : ℝ => star x ⬝ᵥ (effective H S E *ᵥ x)) E₀ =
      (star (dressed H S E₀ x) ⬝ᵥ (H *ᵥ dressed H S E₀ x)) /
        (star (dressed H S E₀ x) ⬝ᵥ (S *ᵥ dressed H S E₀ x)) := by
  rw [(hasDerivAt_effective H S hH hS E₀ x h₀).deriv, ← dressed_element H S E₀ E₀ x h₀,
    pencil_element, eq_div_iff hψ, sub_mul, div_mul_cancel₀ _ hψ, sub_sub_cancel]

end

end EnergyDerivativeWithOverlap
```

```lean
#print axioms EnergyDerivativeWithOverlap.hasDerivAt_effective
-- 'EnergyDerivativeWithOverlap.hasDerivAt_effective' depends on axioms: [propext, Classical.choice, Quot.sound]
#print axioms EnergyDerivativeWithOverlap.newton_step_eq_rayleigh
-- 'EnergyDerivativeWithOverlap.newton_step_eq_rayleigh' depends on axioms: [propext, Classical.choice, Quot.sound]
```

## A two-function example

Take one function in each space, $x=1$, $E_0=0$ and
$$H=\begin{pmatrix}0&1\\1&1\end{pmatrix},\qquad S=\begin{pmatrix}1&\tfrac12\\\tfrac12&1\end{pmatrix}.$$
Then $F(E)=E-(E/2-1)^2/(E-1)$, so $F(0)=1$, and direct differentiation gives $F'(0)=1$. The dressed vector is $\psi=(1,-1)$, and $\psi^\dagger S\psi=1-1+1=1$ agrees.

The Newton step gives $0-1/1=-1$, which equals $\psi^\dagger H\psi/\psi^\dagger S\psi=(-2+1)/1$. The exact eigenvalues solve $\tfrac34E^2=1$, so the lower one is $-2/\sqrt3\approx-1.155$.

## Use in a partitioned calculation

In a finite-basis electronic-structure calculation with Hermitian, energy-independent $H$ and $S$, a code can solve $M_{QQ}(E_0)\,y=-M_{QP}(E_0)\,x$ without forming the inverse. The vector $\psi=(x,y)$ then supplies both $F(E_0)x=M_{PP}x+M_{PQ}y$ and the slope $\psi^\dagger S\psi$, so the derivative needs no second linear solve. Comparing that slope with a finite difference of $x^\dagger F(E)x$ at fixed $x$ tests the implementation.
